# Partial derivatives of a dilated many-electron wave function

Dilating a wave function `ψ` of `N` spin-1/2 electrons by a factor c > 0 gives c^(d/2) ψ(c r), where d is the dimension of configuration space. The theorem `partialD_dilate` says that each partial derivative of the dilated function at r is c^(d/2) · c times the corresponding partial derivative of `ψ` at c r. Here `ψ` is any function from positions to spin amplitudes: it need not be normalised, antisymmetric or even differentiable, since Lean's `deriv` is zero where no derivative exists. The proof takes the inner factor c from `deriv_comp_mul_left`, then treats the constant prefactor, called `a`, in two cases. In the non-differentiable case it must show that multiplying by `a` ≠ 0 cannot make the function differentiable, which it does by multiplying back by `a⁻¹`.

This version doesn't compile in Lean 4 with Mathlib:

```lean
import Mathlib

open MeasureTheory

namespace PartialDDilate

noncomputable section

/-- Positions of `N` electrons in three-dimensional space. -/
abbrev Config (N : ℕ) := Fin N → EuclideanSpace ℝ (Fin 3)

/-- Wave functions of `N` spin-1/2 electrons: one complex amplitude for each spin assignment. -/
abbrev Wave (N : ℕ) := Config N → EuclideanSpace ℂ (Fin N → Fin 2)

variable {N M : ℕ}

/-- The partial derivative of `ψ` in coordinate `k` of electron `i`. -/
def partialD (ψ : Wave N) (i : Fin N) (k : Fin 3) (r : Config N) :
    EuclideanSpace ℂ (Fin N → Fin 2) :=
  deriv (fun s : ℝ => ψ (r + s • (Pi.single i (EuclideanSpace.single k (1 : ℝ)) : Config N))) 0

/-- The dilated wave function `c^(d/2) ψ(c r)`, with `d` the dimension of configuration space
and `c` positive. -/
def dilate (c : ℝ) (ψ : Wave N) : Wave N :=
  fun r => √(c ^ Module.finrank ℝ (Config N)) • ψ (c • r)

/-- For `c > 0`, each partial derivative of the dilated wave function at `r` is `c^(d/2) c` times
that of `ψ` at `c r`. -/
theorem partialD_dilate {c : ℝ} (hc : 0 < c) (ψ : Wave N) (i : Fin N) (k : Fin 3)
    (r : Config N) : partialD (dilate c ψ) i k r =
      (√(c ^ Module.finrank ℝ (Config N)) * c) • partialD ψ i k (c • r) := by
  have ha : √(c ^ Module.finrank ℝ (Config N)) ≠ 0 := by positivity
  unfold partialD dilate
  generalize √(c ^ Module.finrank ℝ (Config N)) = a at ha ⊢
  generalize (Pi.single i (EuclideanSpace.single k (1 : ℝ)) : Config N) = e
  have hg := deriv_comp_mul_left c (fun s : ℝ => ψ (c • r + s • e)) 0
  rw [mul_zero] at hg
  simp only [smul_add, smul_smul]
  rw [mul_smul, ← hg]
  by_cases h : DifferentiableAt ℝ (fun s : ℝ => ψ (c • r + (c * s) • e)) 0
  · exact (h.hasDerivAt.const_smul a).deriv
  · -- a nonzero factor does not create differentiability
    have h' : ¬ DifferentiableAt ℝ (fun s : ℝ => a • ψ (c • r + (c * s) • e)) 0 := by
      intro H
      apply h
      convert H.const_smul a⁻¹ using 1
      funext s
      simp [smul_smul, ha]
    rw [deriv_zero_of_not_differentiableAt h, deriv_zero_of_not_differentiableAt h', smul_zero]

end

end PartialDDilate
```

The error:

```
Main.lean:47:6: error: Tactic `apply` failed: could not unify the conclusion of `@funext`
  ?f = ?g
with the goal
  Real.instAddCommGroup = Real.normedAddCommGroup.toAddCommGroup

Note: The full type of `@funext` is
  ∀ {α : Sort ?u.133} {β : α → Sort ?u.132} {f g : (x : α) → β x}, (∀ (x : α), f x = g x) → f = g

case e'_4
N : ℕ
c : ℝ
hc : 0 < c
ψ : Wave N
i : Fin N
k : Fin 3
r : Config N
a : ℝ
ha : a ≠ 0
e : Fin N → EuclideanSpace ℝ (Fin 3)
hg : deriv (fun x => ψ (c • r + (c * x) • e)) 0 = c • deriv (fun s => ψ (c • r + s • e)) 0
h : ¬DifferentiableAt ℝ (fun s => ψ (c • r + (c * s) • e)) 0
H : DifferentiableAt ℝ (fun s => a • ψ (c • r + (c * s) • e)) 0
⊢ Real.instAddCommGroup = Real.normedAddCommGroup.toAddCommGroup
```

Cause. The error is in the non-differentiable case. `H.const_smul a⁻¹` says that `a⁻¹ • (a • ψ …)` is differentiable, while the goal says this of `ψ …`. The attempt expected `convert … using 1` to leave the equality of these two functions, for `funext s` to prove pointwise. But `convert` also compares the implicit arguments of `DifferentiableAt`, and the goal that `funext` met was `Real.instAddCommGroup = Real.normedAddCommGroup.toAddCommGroup`. This equates two additive group structures on the real numbers, not two functions, so `funext` cannot apply.

The repair states the equality of functions itself, as `hinv`. There `funext s` does apply, and `inv_smul_smul₀ ha` cancels `a⁻¹` against `a`, using `a ≠ 0`. After `rw [hinv]` the goal speaks of the same function as `H.const_smul a⁻¹`, and `exact` closes it. The two group structures are equal by definition, so `exact` accepts them without a separate proof.

After these edits no error is left:

```diff
@@ -44,7 +44,10 @@
       intro H
       apply h
-      convert H.const_smul a⁻¹ using 1
-      funext s
-      simp [smul_smul, ha]
+      have hinv : (fun s : ℝ => ψ (c • r + (c * s) • e)) =
+          fun s : ℝ => a⁻¹ • (a • ψ (c • r + (c * s) • e)) := by
+        funext s
+        rw [inv_smul_smul₀ ha]
+      rw [hinv]
+      exact H.const_smul a⁻¹
     rw [deriv_zero_of_not_differentiableAt h, deriv_zero_of_not_differentiableAt h', smul_zero]
 
```
